# The Lie product formula for bounded operators, with a 1/n error bound

A quantum particle on a finite periodic grid evolves under a Hamiltonian $T+V$. The potential $V$ is diagonal in position and the kinetic part $T$ is diagonal in momentum, so each is easy to exponentiate, while their sum is in general diagonal in neither representation. A code can alternate short evolutions under $V$ and $T$. How far is the result from the evolution under $T+V$?

## Error after n split steps

Let $A$ and $B$ be elements of a complete normed real algebra with $\|1\|=1$, for example square matrices of size at least one with the operator norm. Put $S=\|A\|+\|B\|$. For every integer $n\ge 1$,

$$\left\|\left(e^{A/n}e^{B/n}\right)^n-e^{A+B}\right\|\le\frac{S^2e^S}{n}.$$

The right side tends to zero as $n\to\infty$, which gives the Lie product formula. If $A$ and $B$ commute, the error is zero for every $n\ge1$.

For time evolution with $\hbar=1$, set $A=-itT$ and $B=-itV$. The same bound then holds with $S=|t|(\|T\|+\|V\|)$.

## The time-step loop that uses it

A first-order split-operator loop with step $t/n$ applies $e^{-i(t/n)V}$ and then $e^{-i(t/n)T}$, and repeats this $n$ times. For bounded $T$ and $V$, such as matrices on a fixed finite grid, the bound shows that this loop converges to the evolution under $T+V$ at fixed $t$. It also gives a sufficient number of steps for a tolerance $\varepsilon>0$: any $n\ge1$ with $n\ge S^2e^S/\varepsilon$ will do, though this can be far more than needed.

## From one step to n steps

**Series tails.** Cut the exponential series after $k$ terms and take norms term by term:

$$\left\|e^x-\sum_{i<k}\frac{x^i}{i!}\right\|\le e^{\|x\|}-\sum_{i<k}\frac{\|x\|^i}{i!}.$$

For real $s\ge0$, the inequality $(i+2)!\ge2\,i!$ gives

$$e^s-1-s=\sum_{i\ge0}\frac{s^{i+2}}{(i+2)!}\le\frac{s^2}{2}e^s.$$

**One step.** Let $s=\|a\|+\|b\|$. Expanding the product confirms that

$$e^ae^b-(1+a+b)=(e^a-1)(e^b-1)+(e^a-1-a)+(e^b-1-b).$$

By the tail bounds with $k=1$ and $k=2$, the norm of the right side is at most

$$(e^{\|a\|}-1)(e^{\|b\|}-1)+(e^{\|a\|}-1-\|a\|)+(e^{\|b\|}-1-\|b\|)=e^s-1-s\le\frac{s^2}{2}e^s.$$

Since $\|a+b\|\le s$, the exact exponential satisfies

$$\|e^{a+b}-(1+a+b)\|\le\frac{\|a+b\|^2}{2}e^{\|a+b\|}\le\frac{s^2}{2}e^s.$$

The triangle inequality gives the one-step error $\|e^ae^b-e^{a+b}\|\le s^2e^s$.

**Accumulation.** Suppose $\|X\|,\|Y\|\le M$. Then for $m\ge0$

$$\|X^{m+1}-Y^{m+1}\|\le(m+1)M^m\|X-Y\|.$$

The case $m=0$ is immediate. The induction step uses

$$X^{m+2}-Y^{m+2}=X^{m+1}(X-Y)+(X^{m+1}-Y^{m+1})Y,$$

whose norm is at most $[M^{m+1}+(m+1)M^{m+1}]\|X-Y\|=(m+2)M^{m+1}\|X-Y\|$.

**All steps.** Write $n=m+1$, $X=e^{A/n}e^{B/n}$ and $Y=e^{(A+B)/n}$, so that $Y^n=e^{A+B}$. Both norms are at most $M=e^{S/n}$, and the one-step error is at most $(S/n)^2e^{S/n}$. Therefore

$$\|X^n-Y^n\|\le n\,e^{(n-1)S/n}\,\frac{S^2}{n^2}e^{S/n}=\frac{S^2e^S}{n}.$$

If $A$ and $B$ commute, then $X=Y$ and the error vanishes. For propagators, $\|-itT\|=|t|\|T\|$ and likewise for $V$, which gives the stated $S$.

## The Lean file

```lean
import Mathlib

open Filter Topology Nat

namespace LieTrotter

noncomputable section

section RealAlgebra

variable {𝔸 : Type*} [NormedRing 𝔸] [NormOneClass 𝔸] [NormedAlgebra ℝ 𝔸] [CompleteSpace 𝔸]

/-- The Lie-Trotter product `(exp (A/n) exp (B/n))^n` with `n` steps, for `n ≥ 1`. -/
def trotter (A B : 𝔸) (n : ℕ) : 𝔸 :=
  (NormedSpace.exp ((n : ℝ)⁻¹ • A) * NormedSpace.exp ((n : ℝ)⁻¹ • B)) ^ n

/-- The error of the exponential series cut after `k` terms is at most the error of the
real exponential series at `‖x‖` cut at the same place. -/
theorem norm_exp_sub_sum_le (x : 𝔸) (k : ℕ) :
    ‖NormedSpace.exp x - ∑ i ∈ Finset.range k, ((i ! : ℕ) : ℝ)⁻¹ • x ^ i‖ ≤
      Real.exp ‖x‖ - ∑ i ∈ Finset.range k, ((i ! : ℕ) : ℝ)⁻¹ * ‖x‖ ^ i := by
  have h := (hasSum_nat_add_iff' k).mpr (NormedSpace.exp_series_hasSum_exp' (𝕂 := ℝ) x)
  have g := (hasSum_nat_add_iff' k).mpr (NormedSpace.exp_series_hasSum_exp' (𝕂 := ℝ) ‖x‖)
  rw [← Real.exp_eq_exp_ℝ] at g
  simp only [smul_eq_mul] at g
  refine h.norm_le_of_bounded g fun i => ?_
  have hi : ‖(((i + k)! : ℕ) : ℝ)⁻¹ • x ^ (i + k)‖ ≤
      (((i + k)! : ℕ) : ℝ)⁻¹ * ‖x‖ ^ (i + k) := by
    rw [norm_smul, Real.norm_of_nonneg (by positivity)]
    exact mul_le_mul_of_nonneg_left (norm_pow_le x _) (by positivity)
  exact hi

/-- For `s ≥ 0` the real exponential is at most `s² exp(s) / 2` above `1 + s`. -/
theorem real_exp_sub_le {s : ℝ} (hs : 0 ≤ s) :
    Real.exp s - (1 + s) ≤ s ^ 2 / 2 * Real.exp s := by
  have g := NormedSpace.exp_series_hasSum_exp' (𝕂 := ℝ) s
  rw [← Real.exp_eq_exp_ℝ] at g
  simp only [smul_eq_mul] at g
  have g2 := (hasSum_nat_add_iff' 2).mpr g
  have hle := hasSum_le (fun i => ?_) g2 (g.mul_left (s ^ 2 / 2))
  · simpa [Finset.sum_range_succ] using hle
  · -- termwise comparison, from `2 * i! ≤ (i+2)!`
    have hf : 2 * i ! ≤ (i + 2)! := by
      rw [Nat.factorial_succ, Nat.factorial_succ, ← mul_assoc]
      exact Nat.mul_le_mul_right _ (by nlinarith)
    have hf' : (2 : ℝ) * ((i ! : ℕ) : ℝ) ≤ (((i + 2)! : ℕ) : ℝ) := by exact_mod_cast hf
    have hpos : (0 : ℝ) < 2 * ((i ! : ℕ) : ℝ) := by positivity
    calc (((i + 2)! : ℕ) : ℝ)⁻¹ * s ^ (i + 2)
        ≤ (2 * ((i ! : ℕ) : ℝ))⁻¹ * s ^ (i + 2) :=
          mul_le_mul_of_nonneg_right (inv_anti₀ hpos hf') (by positivity)
      _ = s ^ 2 / 2 * (((i ! : ℕ) : ℝ)⁻¹ * s ^ i) := by
          rw [mul_inv]; ring

/-- The norm of an exponential is at most the exponential of the norm. -/
theorem norm_exp_le_exp_norm (x : 𝔸) : ‖NormedSpace.exp x‖ ≤ Real.exp ‖x‖ := by
  simpa using norm_exp_sub_sum_le x 0

/-- One-step error: splitting `exp (a + b)` into `exp a * exp b` costs at most second order
in `‖a‖ + ‖b‖`, up to an exponential factor. -/
theorem norm_step_error_le (a b : 𝔸) :
    ‖NormedSpace.exp a * NormedSpace.exp b - NormedSpace.exp (a + b)‖ ≤
      (‖a‖ + ‖b‖) ^ 2 * Real.exp (‖a‖ + ‖b‖) := by
  have one (x : 𝔸) : ‖NormedSpace.exp x - 1‖ ≤ Real.exp ‖x‖ - 1 := by
    simpa [Finset.sum_range_succ] using norm_exp_sub_sum_le x 1
  have two (x : 𝔸) : ‖NormedSpace.exp x - (1 + x)‖ ≤ Real.exp ‖x‖ - (1 + ‖x‖) := by
    simpa [Finset.sum_range_succ] using norm_exp_sub_sum_le x 2
  -- the split product agrees with `1 + a + b` to first order
  have h1 : ‖NormedSpace.exp a * NormedSpace.exp b - (1 + (a + b))‖ ≤
      Real.exp (‖a‖ + ‖b‖) - (1 + (‖a‖ + ‖b‖)) := by
    have e : NormedSpace.exp a * NormedSpace.exp b - (1 + (a + b)) =
        (NormedSpace.exp a - 1) * (NormedSpace.exp b - 1) +
          (NormedSpace.exp a - (1 + a)) + (NormedSpace.exp b - (1 + b)) := by
      noncomm_ring
    have hm := (norm_mul_le (NormedSpace.exp a - 1) (NormedSpace.exp b - 1)).trans
      (mul_le_mul (one a) (one b) (norm_nonneg _) ((norm_nonneg _).trans (one a)))
    rw [e, Real.exp_add]
    refine norm_add₃_le.trans ?_
    linarith [two a, two b]
  -- so does the exact exponential
  have h2 : ‖NormedSpace.exp (a + b) - (1 + (a + b))‖ ≤
      (‖a‖ + ‖b‖) ^ 2 / 2 * Real.exp (‖a‖ + ‖b‖) := by
    refine ((two (a + b)).trans (real_exp_sub_le (norm_nonneg _))).trans ?_
    have := norm_add_le a b
    gcongr
  have h3 := real_exp_sub_le (add_nonneg (norm_nonneg a) (norm_nonneg b))
  rw [← sub_sub_sub_cancel_right _ _ (1 + (a + b))]
  refine (norm_sub_le _ _).trans ?_
  linarith

omit [NormedAlgebra ℝ 𝔸] [CompleteSpace 𝔸] in
/-- Error accumulation: over `n + 1` steps of norm at most `M`, the one-step error is
multiplied by at most `(n + 1) M^n`. -/
theorem norm_pow_sub_pow_le {X Y : 𝔸} {M : ℝ} (hX : ‖X‖ ≤ M) (hY : ‖Y‖ ≤ M) (n : ℕ) :
    ‖X ^ (n + 1) - Y ^ (n + 1)‖ ≤ ((n + 1 : ℕ) : ℝ) * M ^ n * ‖X - Y‖ := by
  have hM : 0 ≤ M := (norm_nonneg X).trans hX
  induction n with
  | zero => simp
  | succ n ih =>
    have e : X ^ (n + 1 + 1) - Y ^ (n + 1 + 1) =
        X ^ (n + 1) * (X - Y) + (X ^ (n + 1) - Y ^ (n + 1)) * Y := by
      rw [pow_succ X (n + 1), pow_succ Y (n + 1), mul_sub, sub_mul]
      abel
    have hp : ‖X ^ (n + 1)‖ ≤ M ^ (n + 1) :=
      (norm_pow_le X _).trans (pow_le_pow_left₀ (norm_nonneg _) hX _)
    have h1 := (norm_mul_le (X ^ (n + 1)) (X - Y)).trans
      (mul_le_mul_of_nonneg_right hp (norm_nonneg _))
    have h2 := (norm_mul_le (X ^ (n + 1) - Y ^ (n + 1)) Y).trans
      (mul_le_mul ih hY (norm_nonneg _) (by positivity))
    rw [e]
    refine (norm_add_le _ _).trans ((add_le_add h1 h2).trans (le_of_eq ?_))
    push_cast
    ring

omit [NormOneClass 𝔸] in
/-- Evolution under `C` is the composition of `n ≥ 1` equal steps under `C/n`. -/
theorem exp_eq_pow (C : 𝔸) {n : ℕ} (hn : n ≠ 0) :
    NormedSpace.exp C = NormedSpace.exp ((n : ℝ)⁻¹ • C) ^ n := by
  let : NormedAlgebra ℚ 𝔸 := NormedAlgebra.restrictScalars ℚ ℝ 𝔸
  rw [← NormedSpace.exp_nsmul, ← Nat.cast_smul_eq_nsmul ℝ, smul_smul,
    mul_inv_cancel₀ (Nat.cast_ne_zero.mpr hn), one_smul]

/-- Global error: with `n ≥ 1` steps the Lie-Trotter product differs from `exp (A + B)` by at
most `S² exp(S) / n`, where `S = ‖A‖ + ‖B‖`. -/
theorem norm_trotter_sub_exp_le (A B : 𝔸) {n : ℕ} (hn : n ≠ 0) :
    ‖trotter A B n - NormedSpace.exp (A + B)‖ ≤
      (‖A‖ + ‖B‖) ^ 2 * Real.exp (‖A‖ + ‖B‖) / n := by
  rw [exp_eq_pow (A + B) hn, trotter, smul_add, div_eq_mul_inv]
  obtain ⟨m, rfl⟩ : ∃ m, n = m + 1 := ⟨n - 1, by omega⟩
  have hN : ((m + 1 : ℕ) : ℝ) * ((m + 1 : ℕ) : ℝ)⁻¹ = 1 :=
    mul_inv_cancel₀ (Nat.cast_ne_zero.mpr hn)
  have hr0 : 0 ≤ ((m + 1 : ℕ) : ℝ)⁻¹ := by positivity
  generalize ((m + 1 : ℕ) : ℝ)⁻¹ = r at hN hr0 ⊢
  have hs : ‖r • A‖ + ‖r • B‖ = r * (‖A‖ + ‖B‖) := by
    rw [norm_smul, norm_smul, Real.norm_of_nonneg hr0, mul_add]
  have hX : ‖NormedSpace.exp (r • A) * NormedSpace.exp (r • B)‖ ≤
      Real.exp (r * (‖A‖ + ‖B‖)) := by
    rw [← hs, Real.exp_add]
    exact (norm_mul_le _ _).trans (mul_le_mul (norm_exp_le_exp_norm _)
      (norm_exp_le_exp_norm _) (norm_nonneg _) (Real.exp_pos _).le)
  have hY : ‖NormedSpace.exp (r • A + r • B)‖ ≤ Real.exp (r * (‖A‖ + ‖B‖)) := by
    rw [← hs]
    exact (norm_exp_le_exp_norm _).trans (Real.exp_le_exp.mpr (norm_add_le _ _))
  have hstep := norm_step_error_le (r • A) (r • B)
  rw [hs] at hstep
  -- the growth factors of all steps combine to `exp S`
  have hE : Real.exp (r * (‖A‖ + ‖B‖)) ^ (m + 1) = Real.exp (‖A‖ + ‖B‖) := by
    rw [← Real.exp_nat_mul, ← mul_assoc, hN, one_mul]
  refine (norm_pow_sub_pow_le hX hY m).trans
    ((mul_le_mul_of_nonneg_left hstep (by positivity)).trans (le_of_eq ?_))
  rw [← hE]
  linear_combination
    (Real.exp (r * (‖A‖ + ‖B‖)) ^ (m + 1) * (‖A‖ + ‖B‖) ^ 2 * r) * hN

/-- Lie product formula: `(exp (A/n) exp (B/n))^n` converges to `exp (A + B)`. -/
theorem lie_product_formula (A B : 𝔸) :
    Tendsto (trotter A B) atTop (𝓝 (NormedSpace.exp (A + B))) := by
  rw [tendsto_iff_norm_sub_tendsto_zero]
  refine squeeze_zero' (Eventually.of_forall fun n => norm_nonneg _) ?_
    (tendsto_const_div_atTop_nhds_zero_nat ((‖A‖ + ‖B‖) ^ 2 * Real.exp (‖A‖ + ‖B‖)))
  filter_upwards [eventually_ne_atTop 0] with n hn
  exact norm_trotter_sub_exp_le A B hn

omit [NormOneClass 𝔸] in
/-- For commuting `A` and `B` the splitting is exact for every number of steps `n ≥ 1`. -/
theorem trotter_eq_of_commute {A B : 𝔸} (h : Commute A B) {n : ℕ} (hn : n ≠ 0) :
    trotter A B n = NormedSpace.exp (A + B) := by
  let : NormedAlgebra ℚ 𝔸 := NormedAlgebra.restrictScalars ℚ ℝ 𝔸
  rw [exp_eq_pow (A + B) hn, trotter, smul_add,
    NormedSpace.exp_add_of_commute ((h.smul_left _).smul_right _)]

end RealAlgebra

section Propagator

variable {𝔸 : Type*} [NormedRing 𝔸] [NormOneClass 𝔸] [NormedAlgebra ℂ 𝔸] [CompleteSpace 𝔸]

/-- The propagator `exp (-i t H)` of a bounded Hamiltonian `H`, in units with `ħ = 1`. -/
def propagator (H : 𝔸) (t : ℝ) : 𝔸 := NormedSpace.exp ((-(Complex.I * (t : ℂ))) • H)

/-- Splitting the evolution under `T + V` over time `t` into `n ≥ 1` steps gives an error of at
most `S² exp(S) / n`, where `S = |t| (‖T‖ + ‖V‖)`. -/
theorem norm_split_propagator_sub_le (T V : 𝔸) (t : ℝ) {n : ℕ} (hn : n ≠ 0) :
    ‖(propagator T (t / n) * propagator V (t / n)) ^ n - propagator (T + V) t‖ ≤
      (|t| * (‖T‖ + ‖V‖)) ^ 2 * Real.exp (|t| * (‖T‖ + ‖V‖)) / n := by
  have key (H : 𝔸) : (n : ℝ)⁻¹ • ((-(Complex.I * (t : ℂ))) • H) =
      (-(Complex.I * ((t / n : ℝ) : ℂ))) • H := by
    rw [← Complex.coe_smul, smul_smul]
    congr 1
    push_cast
    ring
  have hc : ‖-(Complex.I * (t : ℂ))‖ = |t| := by simp
  have h := norm_trotter_sub_exp_le ((-(Complex.I * (t : ℂ))) • T)
    ((-(Complex.I * (t : ℂ))) • V) hn
  rw [trotter, key, key, ← smul_add, norm_smul, norm_smul, hc, ← mul_add] at h
  exact h

/-- At fixed time `t`, alternating short evolutions under `T` and `V` converge to the
evolution under `T + V` as the number of steps grows. -/
theorem tendsto_split_propagator (T V : 𝔸) (t : ℝ) :
    Tendsto (fun n : ℕ => (propagator T (t / n) * propagator V (t / n)) ^ n) atTop
      (𝓝 (propagator (T + V) t)) := by
  rw [tendsto_iff_norm_sub_tendsto_zero]
  refine squeeze_zero' (Eventually.of_forall fun n => norm_nonneg _) ?_
    (tendsto_const_div_atTop_nhds_zero_nat
      ((|t| * (‖T‖ + ‖V‖)) ^ 2 * Real.exp (|t| * (‖T‖ + ‖V‖))))
  filter_upwards [eventually_ne_atTop 0] with n hn
  exact norm_split_propagator_sub_le T V t hn

end Propagator

end

end LieTrotter
```

```lean
#print axioms LieTrotter.lie_product_formula
#print axioms LieTrotter.trotter_eq_of_commute
#print axioms LieTrotter.tendsto_split_propagator
```

```
'LieTrotter.lie_product_formula' depends on axioms: [propext, Classical.choice, Quot.sound]
'LieTrotter.trotter_eq_of_commute' depends on axioms: [propext, Classical.choice, Quot.sound]
'LieTrotter.tendsto_split_propagator' depends on axioms: [propext, Classical.choice, Quot.sound]
```

## How the code matches the derivation

The type `𝔸` is the algebra of operators, and `trotter A B n` is the split product. In `propagator H t`, the algebra is complex, `H` is the Hamiltonian and `t` is a real time. The limits use `Tendsto ... atTop` for $n\to\infty$ and `𝓝` for convergence in the norm of `𝔸`.

`norm_exp_sub_sum_le` and `real_exp_sub_le` are the two tail estimates. In `norm_step_error_le`, `noncomm_ring` checks the expansion without exchanging $a$ and $b$; `h1` and `h2` are the two comparisons with $1+a+b$. The induction is `norm_pow_sub_pow_le`, whose index `n` is the $m$ above.

`exp_eq_pow` divides the exact evolution into equal steps. `norm_trotter_sub_exp_le` combines these results, with `r` standing for $1/n$ and `hE` collecting the growth factors into $e^S$. `lie_product_formula` squeezes the error between zero and a constant divided by $n$, and `trotter_eq_of_commute` treats commuting generators. The last two theorems insert $-itT$ and $-itV$ to obtain the propagator bound and limit.

## Bounded generators, exact exponentials, pessimistic constants

The condition $\|1\|=1$ says that the operation of doing nothing has unit size. The operator norm satisfies it, but the Frobenius norm does not for matrices larger than $1\times1$.

Every generator here has finite norm. The kinetic energy of a particle in continuous space is unbounded, so the Trotter theorem for such operators is not reached by this argument. On a grid the bound applies at each fixed resolution, but it deteriorates under refinement if $\|T\|$ grows.

The exponentials are exact: rounding and approximate matrix exponentials add their own errors. The estimate is an upper bound, so halving the step halves the bound but need not halve the observed error. It also depends on norms and not on the commutator, and so stays positive for nonzero commuting generators even though their splitting is exact.

Hermiticity is never assumed. For Hermitian matrices in the operator norm the steps are unitary, and taking $M=1$ in the accumulation argument would replace $e^S$ by $e^{S/n}$, which is smaller when $n\ge2$ and $S>0$, a refinement that the file leaves unformalised.
